# The Exchange Hole Shape of the Uniform Electron Gas Is a Perfect Square and Tends to One at Coincidence

In the real-space cutoff construction of a semilocal exchange functional, the gradient-expanded exchange hole is set to zero wherever it comes out positive. When the density is uniform, the expansion reduces to the hole of the uniform gas, and the cut should then remove nothing. Whether it does depends on the sign of an oscillating function,

J(z) = 72 (4 + z² − (4 − z²) cos z − 4z sin z) / z⁶,  z ≠ 0,

where z = 2ku is the reduced separation of two electrons a distance u apart and k is the Fermi wavevector. The hole itself is

h(u) = −(n/2) J(2ku),  n = k³/(3π²),

with n the density of the spin-unpolarised gas. The cut is harmless if J is never negative. The formula does not show this at a glance, nor does it show the limit of J as z → 0, where numerator and denominator both tend to zero. Both follow from the identity

J(z) = 9 (sin x − x cos x)² / x⁶,  x = z/2.

## Completing the square with double angles

Put z = 2x and insert cos 2x = 2cos²x − 1 and sin 2x = 2 sin x cos x. The bracket in J becomes

4 + 4x² − (4 − 4x²)(2cos²x − 1) − 16x sin x cos x
= 8 − 8cos²x + 8x² cos²x − 16x sin x cos x
= 8 (sin²x − 2x sin x cos x + x² cos²x)
= 8 (sin x − x cos x)².

Since z⁶ = 64x⁶ and 72 · 8/64 = 9, the identity follows. Its right-hand side is a square divided by an even power, so J ≥ 0.

## The value at coincidence

For |x| ≤ 1, write sin x = x − x³/6 + r and cos x = 1 − x²/2 + s, with |r| ≤ |x|⁵/120 and |s| ≤ |x|⁴/24. Then

sin x − x cos x = x³/3 + r − xs,

and |r − xs| ≤ |x|⁵/20 ≤ |x|⁴. Define the amplitude A(x) = 3(sin x − x cos x)/x³ for x ≠ 0. Multiplying the error by 3/|x|³ gives

|A(x) − 1| ≤ 3|x|.

Hence A(x) → 1 as x → 0, and J(z) = A(z/2)² → 1. The hole therefore tends to −n/2. In an unpolarised gas n/2 is the density of electrons with the same spin as the reference electron, and exchange excludes all of it at coincidence.

## The density matrix behind the square

Filling the plane waves inside the Fermi sphere, with two spins each, gives the one-particle density matrix

ρ(u) = (1/(π²u)) ∫₀ᵏ q sin(qu) dq = (sin ku − ku cos ku)/(π²u³).

With x = ku this is ρ(u) = n A(x), so ρ² = n² J(2ku) and

2n h(u) = −ρ(u)².

This is the exchange hole of a closed-shell Slater determinant. The square in J is the square of the density matrix.

## Decay and nodes

Expanding the squares gives

(sin x − x cos x)² + (cos x + x sin x)² = 1 + x².

The first term is thus at most 1 + x², and

J(z) ≤ 9(1 + x²)/x⁶ = 144(4 + z²)/z⁶,

an envelope that falls off as z⁻⁴ at large z.

The hole also has nodes. Let m ≥ 1 be an integer and set x = y + mπ. Up to the sign (−1)ᵐ, the combination sin x − x cos x equals

f(y) = sin y − (y + mπ) cos y.

Here f(0) = −mπ < 0 and f(π/2) = 1 > 0, so f vanishes for some y between 0 and π/2. At z = 2y + 2πm, which lies between 2πm and 2πm + π, J is zero. Nonnegativity therefore cannot be sharpened to strict positivity.

## The gas and its hole as Lean definitions

```lean
import Mathlib

open Real Filter Topology

namespace UniformGasExchangeHole

noncomputable section
```

All quantities are real numbers. The shape is the first formula for J above, with the value 1 assigned at z = 0.

```lean
/-- The analytic shape of the exchange hole of the uniform electron gas as a function of the
reduced separation `z`, with the value one at `z = 0`. -/
def holeShape (z : ℝ) : ℝ :=
  if z = 0 then 1
  else 72 * (4 + z ^ 2 - (4 - z ^ 2) * cos z - 4 * z * sin z) / z ^ 6
```

The next three definitions fix the physical conventions: a spin-unpolarised gas, a spin-summed density matrix and a hole that is negative where electrons are depleted.

```lean
/-- The density of the spin-unpolarised uniform gas with Fermi wavevector `k`. -/
def density (k : ℝ) : ℝ := k ^ 3 / (3 * π ^ 2)

/-- The spin-summed one-particle density matrix of the uniform gas at separation `u ≠ 0`. -/
def densityMatrix (k u : ℝ) : ℝ :=
  (sin (k * u) - k * u * cos (k * u)) / (π ^ 2 * u ^ 3)

/-- The exchange hole at separation `u`: minus half the density times the shape at `z = 2 k u`. -/
def exchangeHole (k u : ℝ) : ℝ := -(density k / 2) * holeShape (2 * k * u)
```

The parameter `k` may be any real number, although only positive values describe a gas. The closed form of the density matrix is taken as a definition, so the Fermi-sphere integral above belongs to the derivation by hand. The model is a uniform, non-interacting gas. Gradient corrections, spin polarisation, Coulomb correlation and the normalisation of the hole to one missing electron are not treated.

## The square and the sign

The first theorem states that for every nonzero `z` the shape equals the squared form in `z / 2`.

```lean
/-- Away from zero separation the hole shape is a perfect square in the half variable `z / 2`. -/
theorem holeShape_eq_sq {z : ℝ} (hz : z ≠ 0) :
    holeShape z = 9 * (sin (z / 2) - z / 2 * cos (z / 2)) ^ 2 / (z / 2) ^ 6 := by
  obtain ⟨x, rfl⟩ : ∃ x, z = 2 * x := ⟨z / 2, by ring⟩
  have hx : x ≠ 0 := fun h => hz (by rw [h, mul_zero])
  have hhalf : 2 * x / 2 = x := by ring
  -- the double-angle formulas complete the square
  have num : 4 + (2 * x) ^ 2 - (4 - (2 * x) ^ 2) * (2 * cos x ^ 2 - 1)
      - 4 * (2 * x) * (2 * sin x * cos x) = 8 * (sin x - x * cos x) ^ 2 := by
    linear_combination (-8) * sin_sq_add_cos_sq x
  rw [hhalf, holeShape, if_neg hz, cos_two_mul, sin_two_mul, num,
    div_eq_div_iff (pow_ne_zero _ hz) (pow_ne_zero _ hx)]
  ring
```

The proof writes `z` as `2 * x`. The step `num` is the calculation with double angles, where `linear_combination` uses sin²x + cos²x = 1 to turn 8 − 8cos²x into 8 sin²x. Cross-multiplying the two fractions then leaves a polynomial identity for `ring`.

```lean
/-- The hole shape is nowhere negative. -/
theorem holeShape_nonneg (z : ℝ) : 0 ≤ holeShape z := by
  by_cases hz : z = 0
  · simp [holeShape, hz]
  · rw [holeShape_eq_sq hz]
    positivity
```

Nonnegativity holds for every real `z`. At zero the assigned value settles it, and elsewhere `positivity` reads the sign from the even powers.

## From a Taylor bound to the limit

```lean
/-- For `|x| ≤ 1` the combination `sin x - x cos x` equals `x ^ 3 / 3` up to an error of at most
`|x| ^ 4`. -/
theorem amplitude_bound {x : ℝ} (hx : |x| ≤ 1) :
    |sin x - x * cos x - x ^ 3 / 3| ≤ |x| ^ 4 := by
  have hs := Real.sin_bound hx
  have hc := Real.cos_bound hx
  have e : sin x - x * cos x - x ^ 3 / 3
      = (sin x - (x - x ^ 3 / 6)) - x * (cos x - (1 - x ^ 2 / 2)) := by ring
  have h3 : |(sin x - (x - x ^ 3 / 6)) - x * (cos x - (1 - x ^ 2 / 2))|
      ≤ |sin x - (x - x ^ 3 / 6)| + |x * (cos x - (1 - x ^ 2 / 2))| := by
    have h := norm_sub_le (sin x - (x - x ^ 3 / 6)) (x * (cos x - (1 - x ^ 2 / 2)))
    simp only [Real.norm_eq_abs] at h
    exact h
  have h4 := mul_le_mul_of_nonneg_right hx (abs_nonneg (cos x - (1 - x ^ 2 / 2)))
  have h5 : 0 ≤ |x| ^ 4 := by positivity
  have h6 : |x| ^ 5 ≤ |x| ^ 4 := by
    calc |x| ^ 5 = |x| * |x| ^ 4 := by ring
      _ ≤ 1 * |x| ^ 4 := mul_le_mul_of_nonneg_right hx h5
      _ = |x| ^ 4 := one_mul _
  rw [abs_mul] at h3
  rw [e]
  linarith
```

This is the estimate |sin x − x cos x − x³/3| ≤ |x|⁴ for |x| ≤ 1. The equation `e` separates the sine remainder from x times the cosine remainder, and the triangle inequality bounds the two separately. Mathlib's bounds `Real.sin_bound` and `Real.cos_bound` supply their sizes, and `h4` uses |x| ≤ 1 to discard the extra factor in the cosine term.

```lean
/-- As the separation tends to zero through nonzero values, the hole shape tends to one. -/
theorem holeShape_tendsto_one : Tendsto holeShape (𝓝[≠] 0) (𝓝 1) := by
  -- first the limit of the amplitude whose square is the hole shape
  have hT : Tendsto (fun x : ℝ => 3 * (sin x - x * cos x) / x ^ 3) (𝓝[≠] 0) (𝓝 1) := by
    rw [tendsto_iff_norm_sub_tendsto_zero]
    have h0 : Tendsto (fun x : ℝ => 3 * |x|) (𝓝[≠] 0) (𝓝 0) := by
      have hc : Continuous (fun x : ℝ => 3 * |x|) := by fun_prop
      have h := hc.tendsto 0
      simp only [abs_zero, mul_zero] at h
      exact h.mono_left nhdsWithin_le_nhds
    refine squeeze_zero' (Eventually.of_forall fun x => norm_nonneg _) ?_ h0
    filter_upwards [self_mem_nhdsWithin,
      nhdsWithin_le_nhds (Metric.ball_mem_nhds (0 : ℝ) one_pos)] with x hx hb
    have hx0 : x ≠ 0 := hx
    have hx1 : |x| < 1 := by simpa [Real.dist_eq] using hb
    have hbound := amplitude_bound hx1.le
    show ‖3 * (sin x - x * cos x) / x ^ 3 - 1‖ ≤ 3 * |x|
    have e : 3 * (sin x - x * cos x) / x ^ 3 - 1
        = 3 * (sin x - x * cos x - x ^ 3 / 3) / x ^ 3 := by
      field_simp
    have hpos : 0 < |x| ^ 3 := pow_pos (abs_pos.mpr hx0) 3
    rw [e, Real.norm_eq_abs, abs_div, abs_mul, abs_pow, div_le_iff₀ hpos,
      abs_of_pos (by norm_num : (0 : ℝ) < 3)]
    calc 3 * |sin x - x * cos x - x ^ 3 / 3| ≤ 3 * |x| ^ 4 := by linarith
      _ = 3 * |x| * |x| ^ 3 := by ring
  -- then pass to the half variable and square
  have hhalf : Tendsto (fun z : ℝ => z / 2) (𝓝[≠] 0) (𝓝[≠] 0) := by
    refine tendsto_nhdsWithin_iff.mpr ⟨?_, ?_⟩
    · have hc : Continuous (fun z : ℝ => z / 2) := by fun_prop
      have h := hc.tendsto 0
      simp only [zero_div] at h
      exact h.mono_left nhdsWithin_le_nhds
    · filter_upwards [self_mem_nhdsWithin] with z hz
      exact div_ne_zero hz two_ne_zero
  have hsq := (hT.comp hhalf).pow 2
  rw [one_pow] at hsq
  refine hsq.congr' ?_
  filter_upwards [self_mem_nhdsWithin] with z hz
  rw [holeShape_eq_sq hz]
  simp only [Function.comp_apply]
  rw [div_pow, mul_pow, ← pow_mul]
  norm_num
```

The filter `𝓝[≠] 0` describes an approach to zero through nonzero values, from either side. The theorem is thus about the formula itself and does not depend on the value assigned at z = 0.

The step `hT` proves A(x) → 1 by squeezing |A(x) − 1| between 0 and 3|x|. The step `hhalf` records that z/2 tends to zero through nonzero values when z does. Composing the two limits and squaring gives the limit of A(z/2)², which `holeShape_eq_sq` identifies with the shape.

## The hole of a Slater determinant

```lean
/-- At nonzero separation, twice the density times the exchange hole is minus the square of the
one-particle density matrix. -/
theorem exchangeHole_eq_densityMatrix (k : ℝ) {u : ℝ} (hu : u ≠ 0) :
    2 * density k * exchangeHole k u = -(densityMatrix k u) ^ 2 := by
  by_cases hk : k = 0
  · simp [hk, density, densityMatrix]
  · have hz : 2 * k * u ≠ 0 := mul_ne_zero (mul_ne_zero two_ne_zero hk) hu
    have hhalf : 2 * k * u / 2 = k * u := by ring
    have hpi : π ≠ 0 := Real.pi_ne_zero
    rw [exchangeHole, holeShape_eq_sq hz, hhalf, density, densityMatrix]
    generalize sin (k * u) - k * u * cos (k * u) = q
    field_simp
    try ring
```

For every real `k` and nonzero `u`, this is 2n h(u) = −ρ(u)². If `k` is zero, both sides vanish. Otherwise the square form is inserted at z = 2ku, and `generalize` replaces sin ku − ku cos ku by a single symbol `q`. What remains is algebra with powers of k, u and π.

```lean
/-- As the two electrons approach each other, the exchange hole tends to minus half the density. -/
theorem exchangeHole_onTop (k : ℝ) :
    Tendsto (exchangeHole k) (𝓝[≠] 0) (𝓝 (-(density k / 2))) := by
  have h1 : holeShape 0 = 1 := by simp [holeShape]
  have hc : Tendsto holeShape (𝓝 0) (𝓝 1) := by
    have h : ContinuousAt holeShape 0 := by
      rw [continuousAt_iff_punctured_nhds, h1]
      exact holeShape_tendsto_one
    simpa only [ContinuousAt, h1] using h
  have hl : Tendsto (fun u : ℝ => 2 * k * u) (𝓝[≠] 0) (𝓝 0) := by
    have hcont : Continuous (fun u : ℝ => 2 * k * u) := by fun_prop
    have h := hcont.tendsto 0
    simp only [mul_zero] at h
    exact h.mono_left nhdsWithin_le_nhds
  have h := (hc.comp hl).const_mul (-(density k / 2))
  rw [mul_one] at h
  exact h
```

The hole tends to −n/2 as `u` tends to zero. Here the proof does use the value `holeShape 0 = 1`, to make the shape continuous at zero. The reason is the case k = 0, in which 2ku stays at zero for every `u`, so a limit through nonzero arguments would not apply. Continuity handles all `k` together, and multiplication by −n/2 finishes the argument.

## The envelope and the zeros

```lean
/-- At nonzero `z` the hole shape lies below the envelope `144 (4 + z ^ 2) / z ^ 6`. -/
theorem holeShape_le_envelope {z : ℝ} (hz : z ≠ 0) :
    holeShape z ≤ 144 * (4 + z ^ 2) / z ^ 6 := by
  have e : 144 * (4 + z ^ 2) / z ^ 6 = 9 * (1 + (z / 2) ^ 2) / (z / 2) ^ 6 := by
    rw [div_eq_div_iff (pow_ne_zero _ hz) (pow_ne_zero _ (div_ne_zero hz two_ne_zero))]
    ring
  rw [holeShape_eq_sq hz, e]
  generalize z / 2 = x
  -- the two squares add up to `1 + x ^ 2`
  have h : (sin x - x * cos x) ^ 2 + (cos x + x * sin x) ^ 2 = 1 + x ^ 2 := by
    linear_combination (1 + x ^ 2) * sin_sq_add_cos_sq x
  have h' : (sin x - x * cos x) ^ 2 ≤ 1 + x ^ 2 := by
    linarith [sq_nonneg (cos x + x * sin x)]
  gcongr
```

The equation `e` rewrites the envelope in the half variable. The identity `h` is the sum of two squares found above, and `h'` drops the second square because it is nonnegative. The tactic `gcongr` carries the resulting inequality through the factor 9 and the division by x⁶.

```lean
/-- For every positive integer `m` the hole shape vanishes somewhere between `2 π m` and
`2 π m + π`. -/
theorem holeShape_node {m : ℕ} (hm : 0 < m) :
    ∃ z ∈ Set.Ioo (2 * π * m) (2 * π * m + π), holeShape z = 0 := by
  have hm' : (0 : ℝ) < m := Nat.cast_pos.mpr hm
  have hmpi : 0 < (m : ℝ) * π := mul_pos hm' Real.pi_pos
  have hcont : ContinuousOn (fun y : ℝ => sin y - (y + m * π) * cos y)
      (Set.Icc 0 (π / 2)) := by fun_prop
  -- the amplitude changes sign on a quarter period
  obtain ⟨y, hy, hy0⟩ := intermediate_value_Ioo (by positivity) hcont
    (show (0 : ℝ) ∈ Set.Ioo _ _ by
      constructor
      · simpa using hmpi
      · simp)
  have hy0' : sin y - (y + m * π) * cos y = 0 := hy0
  have hz : 2 * (y + m * π) ≠ 0 := by linarith [hy.1] |> fun h : 0 < 2 * (y + m * π) => h.ne'
  refine ⟨2 * (y + m * π), ⟨by linarith [hy.1], by linarith [hy.2]⟩, ?_⟩
  have hhalf : 2 * (y + m * π) / 2 = y + m * π := by ring
  have hq : sin (y + m * π) - (y + m * π) * cos (y + m * π) = 0 := by
    rw [Real.sin_add_nat_mul_pi, Real.cos_add_nat_mul_pi]
    linear_combination (-1 : ℝ) ^ m * hy0'
  rw [holeShape_eq_sq hz, hhalf, hq]
  simp

end

end UniformGasExchangeHole
```

For each positive integer `m` there is a zero of the shape in the open interval from 2πm to 2πm + π. The theorem gives existence, without counting the zeros in the interval or locating them more closely.

The function in `hcont` is f(y), and `intermediate_value_Ioo` applies to it because f changes sign between 0 and π/2. The condition m ≥ 1 makes f(0) strictly negative. The shift formulas for sine and cosine in `hq` restore the factor (−1)ᵐ, and the square form turns the zero of the amplitude into a zero of the shape.

For the uniform, non-interacting gas, a cutoff that removes only positive values of the exchange hole therefore leaves the hole unchanged at every separation, including those at which it vanishes.

```lean
#print axioms UniformGasExchangeHole.holeShape_tendsto_one
-- 'UniformGasExchangeHole.holeShape_tendsto_one' depends on axioms: [propext, Classical.choice, Quot.sound]
#print axioms UniformGasExchangeHole.exchangeHole_onTop
-- 'UniformGasExchangeHole.exchangeHole_onTop' depends on axioms: [propext, Classical.choice, Quot.sound]
#print axioms UniformGasExchangeHole.holeShape_le_envelope
-- 'UniformGasExchangeHole.holeShape_le_envelope' depends on axioms: [propext, Classical.choice, Quot.sound]
#print axioms UniformGasExchangeHole.holeShape_node
-- 'UniformGasExchangeHole.holeShape_node' depends on axioms: [propext, Classical.choice, Quot.sound]
```
